# In a static GW model with an invertible dielectric matrix, the kernel is v − W plus a term quadratic in W

## How does the self-energy respond when the screening also changes?

In a static model with a single site, the Green's function is a number $g$ and the bare interaction a number $v$. With polarization $g^2$ and $vg^2\neq1$, the screened interaction is $W = v/(1-vg^2)$ and the GW self-energy, Hartree part included, is $\Sigma = vg - gW$. Differentiating gives

$$\frac{d\Sigma}{dg} = v - W - 2g^2W^2 .$$

The last term appears because $W$ itself depends on $g$. I expect the same structure for $n\times n$ matrices, with $v-W$ plus a $W^2$ term. Can this be made rigorous, with every index in place, and checked by machine?

## The matrix kernel and its quadratic term

Yes. First, some numbers for one site: take $v=-1$ and $g=1$. Then $1-vg^2=2$ and $W=-\tfrac12$, so $v-W=-\tfrac12$. The quadratic term contributes another $-2\cdot\tfrac14=-\tfrac12$, and the full derivative is $-1$. Here $v-W$ gives only half of the response. These values are chosen for easy arithmetic and do not model a material: the interaction is attractive, and the polarization $g^2$ is positive, whereas on a single site the static polarization of independent electrons in their ground state is never positive.

For matrices $G$ and $v$, define

$$P_{ij}=G_{ij}G_{ji},\qquad W=(1-vP)^{-1}v,\qquad \Sigma_{ij}=\delta_{ij}\sum_k v_{ik}G_{kk}-G_{ij}W_{ij}.$$

Assume that $1-vP$ is invertible. Let $G'=G+tD$, with $P'$ and $W'$ the corresponding matrices; by continuity of the determinant, $1-vP'$ is also invertible for small $t$. Both $(1-vP)W$ and $(1-vP')W'$ equal $v$, so

$$(1-vP')(W'-W)=(1-vP)W-(1-vP')W=v(P'-P)W.$$

Multiplying by $(1-vP')^{-1}$ gives the exact identity $W'-W=W'(P'-P)W$. The polarization changes by

$$P'-P=t\,dP+t^2P(D),\qquad dP_{ij}=D_{ij}G_{ji}+G_{ij}D_{ji},$$

where $P(D)_{ij}=D_{ij}D_{ji}$. Dividing by $t$ and letting $t\to0$, with $W'\to W$, yields $dW=W\,dP\,W$. The product rule then gives

$$d\Sigma_{ij}=\delta_{ij}\sum_k v_{ik}D_{kk}-W_{ij}D_{ij}-G_{ij}(W\,dP\,W)_{ij}.$$

To read off the kernel, write out the last product and exchange $k$ and $l$ in the second half of $dP$:

$$(W\,dP\,W)_{ij}=\sum_{kl}G_{lk}\,(W_{ik}W_{lj}+W_{il}W_{kj})\,D_{kl}.$$

Hence $d\Sigma_{ij}=\sum_{kl}K_{ij,kl}D_{kl}$ with

$$K_{ij,kl}=\delta_{ij}\delta_{kl}v_{ik}-\delta_{ik}\delta_{jl}W_{ij}-G_{ij}G_{lk}(W_{ik}W_{lj}+W_{il}W_{kj}).$$

Taking $D$ with a single entry $1$ at position $kl$ identifies $K_{ij,kl}$ as $\partial\Sigma_{ij}/\partial G_{kl}$.

**What the theorems say.** The sites form a finite type `n`, and `v`, `G` and `D` are arbitrary complex matrices, with no symmetry assumed. `polarization`, `dielectric`, `screened` and `selfEnergy` are $P$, $1-vP$, $W$ and $\Sigma$; `polarizationResponse` is $dP$ and `gwKernel` is $K$. `HasDerivAt … 0` states that the function of the complex parameter $t$ has the given derivative at $t=0$, entry by entry and along each direction $D$.

The hypothesis `(dielectric v G).det ≠ 0` says that no nonzero total potential can persist without an external one. At $v=g=1$ on one site it fails: $1-v(1+t)^2=-2t-t^2$, so $W'$ diverges as $t\to0$ and $\Sigma$ has no derivative there.

The model is static, without frequency, spin or factors of $i$. Of Hedin's equations it keeps $P$, $W$ and $\Sigma$ with the vertex set to one; $G$ is a free variable and is not determined self-consistently. Within this finite static model, $K$ is the analogue of the Bethe–Salpeter kernel, where the common approximation $v-W$ neglects the change of $W$ with $G$.

In Lean 4 with Mathlib:

```lean
import Mathlib

open Filter Topology

namespace HedinGWKernel

noncomputable section

variable {n : Type*} [Fintype n] [DecidableEq n]

/-- The independent-particle polarization `P_ij = G_ij G_ji`. -/
def polarization (G : Matrix n n ℂ) : Matrix n n ℂ :=
  Matrix.of fun i j => G i j * G j i

/-- The dielectric matrix `1 - v P(G)`. -/
def dielectric (v G : Matrix n n ℂ) : Matrix n n ℂ := 1 - v * polarization G

/-- The screened interaction `W = (1 - v P)⁻¹ v`. -/
def screened (v G : Matrix n n ℂ) : Matrix n n ℂ := (dielectric v G)⁻¹ * v

/-- The self-energy: the Hartree potential on the diagonal minus `G_ij W_ij`. -/
def selfEnergy (v G : Matrix n n ℂ) : Matrix n n ℂ :=
  Matrix.of fun i j =>
    (if i = j then ∑ k, v i k * G k k else 0) - G i j * screened v G i j

/-- The first-order change of the polarization when `G` changes along `D`. -/
def polarizationResponse (G D : Matrix n n ℂ) : Matrix n n ℂ :=
  Matrix.of fun i j => D i j * G j i + G i j * D j i

/-- The four-index interaction kernel: bare Hartree term, screened exchange term,
and the term quadratic in `W`. -/
def gwKernel (v G : Matrix n n ℂ) (i j k l : n) : ℂ :=
  (if i = j ∧ k = l then v i k else 0) - (if i = k ∧ j = l then screened v G i j else 0)
    - G i j * G l k * (screened v G i k * screened v G l j
      + screened v G i l * screened v G k j)

/-- If the dielectric matrix is invertible, its product with the screened interaction is the bare
interaction. -/
theorem dielectric_mul_screened (v G : Matrix n n ℂ) (h : (dielectric v G).det ≠ 0) :
    dielectric v G * screened v G = v := by
  unfold screened
  rw [← mul_assoc, Matrix.mul_nonsing_inv _ (isUnit_iff_ne_zero.mpr h), one_mul]

/-- If the dielectric matrix is invertible, the Dyson equation `W = v + v P W` has the screened
interaction as its only solution. -/
theorem dyson_iff (v G X : Matrix n n ℂ) (h : (dielectric v G).det ≠ 0) :
    X = v + v * polarization G * X ↔ X = screened v G := by
  have e : X = v + v * polarization G * X ↔ dielectric v G * X = v := by
    unfold dielectric
    rw [sub_mul, one_mul, sub_eq_iff_eq_add]
  rw [e]
  constructor
  · intro hX
    calc X = (dielectric v G)⁻¹ * (dielectric v G * X) := by
          rw [← mul_assoc, Matrix.nonsing_inv_mul _ (isUnit_iff_ne_zero.mpr h), one_mul]
      _ = screened v G := by rw [hX]; rfl
  · intro hX
    rw [hX]
    exact dielectric_mul_screened v G h

/-- For two Green's functions with invertible dielectric matrices, the screened interactions differ
by exactly `W(G') (P(G') - P(G)) W(G)`. -/
theorem screened_sub (v G' G : Matrix n n ℂ) (h' : (dielectric v G').det ≠ 0)
    (h : (dielectric v G).det ≠ 0) :
    screened v G' - screened v G
      = screened v G' * (polarization G' - polarization G) * screened v G := by
  have e : dielectric v G' * (screened v G' - screened v G)
      = v * (polarization G' - polarization G) * screened v G := by
    calc dielectric v G' * (screened v G' - screened v G)
        = dielectric v G * screened v G - dielectric v G' * screened v G := by
          rw [mul_sub, dielectric_mul_screened v G' h', dielectric_mul_screened v G h]
      _ = v * (polarization G' - polarization G) * screened v G := by
          unfold dielectric
          noncomm_ring
  calc screened v G' - screened v G
      = (dielectric v G')⁻¹ * (dielectric v G' * (screened v G' - screened v G)) := by
        rw [← mul_assoc, Matrix.nonsing_inv_mul _ (isUnit_iff_ne_zero.mpr h'), one_mul]
    _ = (dielectric v G')⁻¹ * (v * (polarization G' - polarization G) * screened v G) := by
        rw [e]
    _ = ((dielectric v G')⁻¹ * v) * (polarization G' - polarization G) * screened v G := by
        simp only [mul_assoc]

omit [Fintype n] [DecidableEq n] in
/-- The polarization along a line `G + t D` is an exact quadratic polynomial in `t`. -/
theorem polarization_add_smul (G D : Matrix n n ℂ) (t : ℂ) :
    polarization (G + t • D)
      = polarization G + t • (polarizationResponse G D + t • polarization D) := by
  ext i j
  simp only [polarization, polarizationResponse, Matrix.of_apply, Matrix.add_apply,
    Matrix.smul_apply, smul_eq_mul]
  ring

/-- If the dielectric matrix is invertible at `G`, the derivative of the screened interaction along
`D` is `W dP W`, entry by entry. -/
theorem screened_hasDerivAt (v G D : Matrix n n ℂ) (h : (dielectric v G).det ≠ 0) (i j : n) :
    HasDerivAt (fun t : ℂ => screened v (G + t • D) i j)
      ((screened v G * polarizationResponse G D * screened v G) i j) 0 := by
  have hlin : Continuous fun t : ℂ => polarizationResponse G D + t • polarization D :=
    continuous_const.add (continuous_id.smul continuous_const)
  have hdc : Continuous fun t : ℂ => dielectric v (G + t • D) := by
    simp only [dielectric, polarization_add_smul]
    exact continuous_const.sub
      (continuous_const.matrix_mul (continuous_const.add (continuous_id.smul hlin)))
  have h0 : (dielectric v (G + (0 : ℂ) • D)).det ≠ 0 := by
    simpa only [zero_smul, add_zero] using h
  have hne : ∀ᶠ t : ℂ in 𝓝 0, (dielectric v (G + t • D)).det ≠ 0 :=
    hdc.matrix_det.continuousAt.eventually_ne h0
  -- the inverse is continuous where the determinant does not vanish
  have hW : ContinuousAt (fun t : ℂ => screened v (G + t • D)) 0 := by
    simp only [screened, Matrix.inv_def, Ring.inverse_eq_inv']
    exact ((hdc.matrix_det.continuousAt.inv₀ h0).smul
      hdc.matrix_adjugate.continuousAt).mul continuousAt_const
  have hM : ContinuousAt (fun t : ℂ => screened v (G + t • D)
      * (polarizationResponse G D + t • polarization D) * screened v G) 0 :=
    (hW.mul hlin.continuousAt).mul continuousAt_const
  have hg : ContinuousAt (fun t : ℂ => (screened v (G + t • D)
      * (polarizationResponse G D + t • polarization D) * screened v G) i j) 0 :=
    ContinuousAt.comp (g := fun M : Matrix n n ℂ => M i j)
      (Continuous.continuousAt (continuous_id.matrix_elem i j)) hM
  have hl := hg.tendsto.mono_left (nhdsWithin_le_nhds (s := {(0 : ℂ)}ᶜ))
  simp only [zero_smul, add_zero] at hl
  rw [hasDerivAt_iff_tendsto_slope]
  refine hl.congr' ?_
  -- the difference quotient follows from the exact difference identity
  filter_upwards [nhdsWithin_le_nhds hne, self_mem_nhdsWithin] with t ht ht0
  have ht1 : t ≠ 0 := ht0
  have key := screened_sub v (G + t • D) G ht h
  rw [polarization_add_smul, add_sub_cancel_left, Matrix.mul_smul, Matrix.smul_mul] at key
  have k2 := congrArg (fun M : Matrix n n ℂ => M i j) key
  simp only [Matrix.sub_apply, Matrix.smul_apply, smul_eq_mul] at k2
  rw [slope_def_field]
  simp only [zero_smul, add_zero, sub_zero]
  rw [k2, mul_div_cancel_left₀ _ ht1]

/-- If the dielectric matrix is invertible at `G`, the derivative of the self-energy along `D` is
the Hartree response, minus `W_ij D_ij`, minus `G_ij (W dP W)_ij`. -/
theorem selfEnergy_hasDerivAt (v G D : Matrix n n ℂ) (h : (dielectric v G).det ≠ 0)
    (i j : n) :
    HasDerivAt (fun t : ℂ => selfEnergy v (G + t • D) i j)
      ((if i = j then ∑ k, v i k * D k k else 0) - screened v G i j * D i j
        - G i j * (screened v G * polarizationResponse G D * screened v G) i j) 0 := by
  have hG : ∀ a b, HasDerivAt (fun t : ℂ => (G + t • D) a b) (D a b) 0 := by
    intro a b
    simpa using ((hasDerivAt_id' (0 : ℂ)).mul_const (D a b)).const_add (G a b)
  have hH : HasDerivAt (fun t : ℂ => if i = j then ∑ k, v i k * (G + t • D) k k else 0)
      (if i = j then ∑ k, v i k * D k k else 0) 0 := by
    by_cases hij : i = j
    · simp only [if_pos hij]
      exact HasDerivAt.fun_sum fun k _ => (hG k k).const_mul _
    · simp only [if_neg hij]
      exact hasDerivAt_const _ _
  have hS : HasDerivAt (fun t : ℂ => selfEnergy v (G + t • D) i j) _ 0 :=
    hH.fun_sub ((hG i j).fun_mul (screened_hasDerivAt v G D h i j))
  refine hS.congr_deriv ?_
  simp only [zero_smul, add_zero]
  ring

/-- If the dielectric matrix is invertible at `G`, the derivative of the self-energy along `D` is
the four-index kernel contracted with `D`. -/
theorem selfEnergy_hasDerivAt_kernel (v G D : Matrix n n ℂ)
    (h : (dielectric v G).det ≠ 0) (i j : n) :
    HasDerivAt (fun t : ℂ => selfEnergy v (G + t • D) i j)
      (∑ k, ∑ l, gwKernel v G i j k l * D k l) 0 := by
  refine (selfEnergy_hasDerivAt v G D h i j).congr_deriv ?_
  have h1 : ∑ k, ∑ l, (if i = j ∧ k = l then v i k else 0) * D k l
      = if i = j then ∑ k, v i k * D k k else 0 := by
    by_cases hij : i = j <;> simp [hij]
  have h2 : ∑ k, ∑ l, (if i = k ∧ j = l then screened v G i j else 0) * D k l
      = screened v G i j * D i j := by
    rw [Finset.sum_eq_single i]
    · rw [Finset.sum_eq_single j]
      · simp
      · intro l _ hl
        simp [Ne.symm hl]
      · simp
    · intro k _ hk
      simp [Ne.symm hk]
    · simp
  -- the two halves of `dP` give the two pairings of `W W`
  have e : (screened v G * polarizationResponse G D * screened v G) i j
      = ∑ k, ∑ l, screened v G i k * (D k l * G l k) * screened v G l j
        + ∑ k, ∑ l, screened v G i l * (G l k * D k l) * screened v G k j := by
    simp only [Matrix.mul_apply, Finset.sum_mul, polarizationResponse, Matrix.of_apply,
      mul_add, add_mul, Finset.sum_add_distrib]
    congr 1
    exact Finset.sum_comm
  have h3 : ∑ k, ∑ l, G i j * G l k * (screened v G i k * screened v G l j
        + screened v G i l * screened v G k j) * D k l
      = G i j * (screened v G * polarizationResponse G D * screened v G) i j := by
    rw [e, ← Finset.sum_add_distrib, Finset.mul_sum]
    refine Finset.sum_congr rfl fun k _ => ?_
    rw [← Finset.sum_add_distrib, Finset.mul_sum]
    refine Finset.sum_congr rfl fun l _ => ?_
    ring
  simp only [gwKernel, sub_mul, Finset.sum_sub_distrib]
  rw [h1, h2, h3]

/-- On one site with `v = -1` and `G = 1` the dielectric matrix is invertible, the full
kernel is `-1`, and `v - W` alone is `-1/2`. -/
theorem one_site_kernel :
    let v : Matrix (Fin 1) (Fin 1) ℂ := !![-1]
    let G : Matrix (Fin 1) (Fin 1) ℂ := !![1]
    (dielectric v G).det ≠ 0 ∧ gwKernel v G 0 0 0 0 = -1
      ∧ v 0 0 - screened v G 0 0 = -1 / 2 := by
  intro v G
  have hd : (dielectric v G).det ≠ 0 := by
    rw [Matrix.det_fin_one]
    norm_num [dielectric, polarization, Matrix.mul_apply, v, G]
  -- solve the Dyson equation by inspection
  have hX : (!![-1 / 2] : Matrix (Fin 1) (Fin 1) ℂ) = screened v G := by
    rw [← dyson_iff v G _ hd]
    ext i j
    fin_cases i
    fin_cases j
    norm_num [polarization, Matrix.mul_apply, v, G]
  have hW : screened v G 0 0 = -1 / 2 := by
    rw [← hX]
    rfl
  have hv : v 0 0 = -1 := rfl
  have hG : G 0 0 = 1 := rfl
  refine ⟨hd, ?_, ?_⟩
  · simp only [gwKernel, hW, hv, hG, and_self, if_true]
    norm_num
  · rw [hW, hv]
    norm_num

end

end HedinGWKernel
```

```lean
#print axioms HedinGWKernel.selfEnergy_hasDerivAt_kernel
-- 'HedinGWKernel.selfEnergy_hasDerivAt_kernel' depends on axioms: [propext, Classical.choice, Quot.sound]
#print axioms HedinGWKernel.one_site_kernel
-- 'HedinGWKernel.one_site_kernel' depends on axioms: [propext, Classical.choice, Quot.sound]
```

**How the proof follows the calculation.** `dielectric_mul_screened` gives $(1-vP)W=v$, and `dyson_iff` shows that $W$ is the only solution of $W=v+vPW$. `screened_sub` is the exact difference identity, with `noncomm_ring` doing the algebra in the correct matrix order. `polarization_add_smul` is the expansion in $t$.

`screened_hasDerivAt` takes the limit. The determinant is continuous, so it stays nonzero near $t=0$; writing the inverse as adjugate over determinant makes $W'$ continuous there. The difference identity then turns the difference quotient into an expression whose limit is $W\,dP\,W$.

`selfEnergy_hasDerivAt` applies the product rule. `selfEnergy_hasDerivAt_kernel` collapses the Kronecker deltas and uses `Finset.sum_comm` for the exchange of $k$ and $l$. Finally, `one_site_kernel` confirms the numbers above, finding $W=-\tfrac12$ by checking that it solves the Dyson equation.
